# One particle on a dimer with hopping $t$ and real site potentials needs time at least $\pi/(2t)$ to move completely from one site to the other

Take one particle on two sites joined by a constant hopping $-t$, $t>0$, with real site potentials $v_1(s)$, $v_2(s)$ depending on time $s$, and set $\hbar=1$. The state is $\psi(s)=(\psi_0,\psi_1)\in\mathbb C^2$, where, as in the code, index 0 is site 1 and index 1 is site 2. It obeys

$$\psi'=-iH(s)\psi,\qquad H(s)=\begin{pmatrix}v_1(s)&-t\\-t&v_2(s)\end{pmatrix},$$

and the occupations are $n_j=|\psi_j|^2$. If $\psi$ is differentiable and satisfies this equation at every time in $[0,\tau]$ with $\tau>0$, and $(n_0,n_1)$ goes from $(1,0)$ at time $0$ to $(0,1)$ at time $\tau$, then

$$\tau\ \ge\ \frac{\pi}{2t}.$$

Zero potential attains the bound. From the same start, $n_1(s)\le\sin^2(ts)$ as long as $ts\le\pi/2$. The number $t$ is the tunnelling amplitude of the bond, the only term in $H$ that moves charge. "Quantum speed limit" commonly denotes bounds in terms of the energy spread or the mean energy of a general system. The present bound is specific to two sites, concerns occupations, and contains $t$ alone, however large the potentials are.

## Density inversion, pulse optimisation and propagator checks

A code that inverts a time-dependent density for the potential producing it, as in lattice density functional theory, presupposes that such a potential exists. For one particle, or one normalised non-interacting orbital, on a dimer, a target with $n_1(0)=0$ and $n_1(s)>\sin^2(ts)$ at some $s\le\pi/(2t)$ is produced by no real potential, so failure to converge on such a target reflects the input. In the same one-particle model, with the particle starting entirely on site 1, a pulse optimiser with final time $\tau<\pi/(2t)$ faces the ceiling $\sin^2(t\tau)<1$ on the transferred population. A propagator started from that state whose output exceeds that ceiling by more than its discretisation and rounding errors is not integrating the equation above.

## From the bond current to an angle with bounded speed

In components, $\psi_0'=-iv_1\psi_0+it\psi_1$ and $\psi_1'=it\psi_0-iv_2\psi_1$. Define the bond current $J=2t\,\mathrm{Im}(\bar\psi_0\psi_1)$. Then

$$n_0'=2\,\mathrm{Re}(\bar\psi_0\psi_0')=2\,\mathrm{Re}(-iv_1n_0)+2\,\mathrm{Re}(it\,\bar\psi_0\psi_1)=-J,$$

$$n_1'=2\,\mathrm{Re}(it\,\bar\psi_1\psi_0)+2\,\mathrm{Re}(-iv_2n_1)=-2t\,\mathrm{Im}(\bar\psi_1\psi_0)=J.$$

The potential terms vanish because $v_1,v_2$ are real. The sum $n_0+n_1$ has zero derivative and stays at its initial value 1.

Since $(\mathrm{Im}\,w)^2\le|w|^2$ for $w=\bar\psi_0\psi_1$, the current obeys $J^2\le4t^2n_0n_1$. For the imbalance $z=n_0-n_1$ one has $z'=-2J$ and $1-z^2=(n_0+n_1)^2-(n_0-n_1)^2=4n_0n_1\ge0$. With $L=2|t|$,

$$z'^2=4J^2\le16t^2n_0n_1=L^2(1-z^2).$$

The angle $\theta=\arccos z\in[0,\pi]$ has $\theta'=-z'/\sqrt{1-z^2}$ and hence $|\theta'|\le L$ wherever $|z|<1$. The formula is singular at $z=\pm1$, which are the start and end of a complete transfer and may also be visited in between. Replace $\theta$ by $\theta_c=\arccos(cz)$ with $0<c<1$. Then $1-c^2z^2>0$ throughout, and

$$\theta_c'^2=\frac{c^2z'^2}{1-c^2z^2}\le L^2\,\frac{c^2-c^2z^2}{1-c^2z^2}\le L^2 .$$

The mean value inequality gives $|\theta_c(b)-\theta_c(a)|\le L|b-a|$ for all times $a,b\in[0,\tau]$. The left side is continuous in $c$ and the right side does not depend on it, so $c\to1$ yields

$$|\theta(b)-\theta(a)|\le2|t|\,|b-a|.$$

A complete transfer has $\theta(0)=\arccos1=0$ and $\theta(\tau)=\arccos(-1)=\pi$, so $\pi\le2t\tau$. For a partial transfer, $\theta(s)\le2ts\le\pi$; cosine decreases on $[0,\pi]$, so $z(s)\ge\cos2ts$, that is $1-2n_1\ge1-2\sin^2(ts)$.

For $v_1=v_2=0$ take $\psi=(\cos ts,\ i\sin ts)$. Then $\psi_0'=-t\sin ts=it\psi_1$ and $\psi_1'=it\cos ts=it\psi_0$, and at $s=\pi/(2t)$ the state is $(0,i)$.

## Numbers for $t=1/2$

The least transfer time is $\pi\approx3.142$. At $s=\pi/3\approx1.047$ one has $ts=\pi/6$ and the ceiling is $n_1\le1/4$. The zero-potential solution is there $(\sqrt3/2,\ i/2)$, with $n_1=1/4$, $J=\sqrt3/4\approx0.433$ and $J^2=3/16=4t^2n_0n_1$, so both inequalities are tight. Its imbalance is $z=1/2$ and $\theta=\pi/3=2ts$.

With the constant bias $v_1=-v_2=\sqrt3/2$ one finds $H^2=1$, so $e^{-iHs}=\cos s-iH\sin s$ and, from $\psi(0)=(1,0)$, $\psi_1=\tfrac i2\sin s$. At $s=\pi/3$ this gives $n_1=3/16<1/4$, $z=5/8$ and $\theta\approx0.896<1.047$. The biased trajectory is an illustration computed here and does not occur in the Lean file.

## The Lean file

```lean
import Mathlib

open Complex Matrix Set
open scoped Real ComplexConjugate

namespace DimerSpeedLimit

noncomputable section

/-- One-particle dimer Hamiltonian with hopping `-t` and site potentials `v₁`, `v₂`;
index `0` is site 1 and index `1` is site 2. -/
def hamiltonian (t v₁ v₂ : ℝ) : Matrix (Fin 2) (Fin 2) ℂ :=
  !![(v₁ : ℂ), -(t : ℂ); -(t : ℂ), (v₂ : ℂ)]

/-- `ψ` obeys the Schroedinger equation `ψ' = -i H(s) ψ` (with `ħ = 1`) on `[0, τ]`. -/
def Solves (t : ℝ) (v₁ v₂ : ℝ → ℝ) (τ : ℝ) (ψ : ℝ → Fin 2 → ℂ) : Prop :=
  ∀ s ∈ Icc 0 τ, ∀ j, HasDerivWithinAt (fun r => ψ r j)
    (-I * (hamiltonian t (v₁ s) (v₂ s) *ᵥ ψ s) j) (Icc 0 τ) s

/-- Occupation of site `j`. -/
def density (φ : Fin 2 → ℂ) (j : Fin 2) : ℝ := normSq (φ j)

/-- Bond current from site 1 to site 2. -/
def current (t : ℝ) (φ : Fin 2 → ℂ) : ℝ := 2 * t * (conj (φ 0) * φ 1).im

/-- Occupation of site 1 minus occupation of site 2. -/
def imbalance (φ : Fin 2 → ℂ) : ℝ := density φ 0 - density φ 1

/-- The particle is entirely on site 1 at time `0` and entirely on site 2 at time `τ`. -/
def CompleteTransfer (ψ : ℝ → Fin 2 → ℂ) (τ : ℝ) : Prop :=
  density (ψ 0) 0 = 1 ∧ density (ψ 0) 1 = 0 ∧ density (ψ τ) 0 = 0 ∧ density (ψ τ) 1 = 1

/-- The trajectory `(cos ts, i sin ts)`. -/
def rabi (t s : ℝ) : Fin 2 → ℂ := ![(Real.cos (t * s) : ℂ), I * (Real.sin (t * s) : ℂ)]

variable {t τ : ℝ} {v₁ v₂ : ℝ → ℝ} {ψ : ℝ → Fin 2 → ℂ}

/-- The time derivative of `|f|²` is `2 Re (conj f · f')`. -/
theorem hasDerivWithinAt_normSq {f : ℝ → ℂ} {f' : ℂ} {S : Set ℝ} {s : ℝ}
    (h : HasDerivWithinAt f f' S s) :
    HasDerivWithinAt (fun r => normSq (f r)) (2 * (conj (f s) * f').re) S s := by
  have hr : HasDerivWithinAt (fun r => (f r).re) f'.re S s :=
    Complex.reCLM.hasFDerivAt.comp_hasDerivWithinAt s h
  have hi : HasDerivWithinAt (fun r => (f r).im) f'.im S s :=
    Complex.imCLM.hasFDerivAt.comp_hasDerivWithinAt s h
  have h2 : HasDerivWithinAt (fun r => normSq (f r))
      (f'.re * (f s).re + (f s).re * f'.re + (f'.im * (f s).im + (f s).im * f'.im)) S s :=
    (hr.mul hr).add (hi.mul hi)
  refine h2.congr_deriv ?_
  simp only [mul_re, conj_re, conj_im]
  ring

/-- Continuity equation: along a solution the occupation of site 1 changes at rate `-J` and
that of site 2 at rate `J`, with `J` the bond current. -/
theorem continuity_equation (h : Solves t v₁ v₂ τ ψ) {s : ℝ} (hs : s ∈ Icc 0 τ) :
    HasDerivWithinAt (fun r => density (ψ r) 0) (-current t (ψ s)) (Icc 0 τ) s ∧
    HasDerivWithinAt (fun r => density (ψ r) 1) (current t (ψ s)) (Icc 0 τ) s := by
  -- the real potentials contribute nothing to `Re (conj ψ · ψ')`
  constructor
  · refine (hasDerivWithinAt_normSq (h s hs 0)).congr_deriv ?_
    simp [hamiltonian, current, Matrix.mulVec, dotProduct, Fin.sum_univ_two]
    ring
  · refine (hasDerivWithinAt_normSq (h s hs 1)).congr_deriv ?_
    simp [hamiltonian, current, Matrix.mulVec, dotProduct, Fin.sum_univ_two]
    ring

/-- The total occupation of a solution keeps its initial value. -/
theorem norm_conserved (h : Solves t v₁ v₂ τ ψ) {s : ℝ} (hs : s ∈ Icc 0 τ) :
    density (ψ s) 0 + density (ψ s) 1 = density (ψ 0) 0 + density (ψ 0) 1 := by
  have h0 : (0 : ℝ) ∈ Icc 0 τ := ⟨le_rfl, hs.1.trans hs.2⟩
  have key := Convex.norm_image_sub_le_of_norm_hasDerivWithin_le
    (f := fun r => density (ψ r) 0 + density (ψ r) 1)
    (f' := fun r => -current t (ψ r) + current t (ψ r)) (C := 0)
    (fun r hr => (continuity_equation h hr).1.add (continuity_equation h hr).2)
    (fun r _ => by simp) (convex_Icc 0 τ) h0 hs
  rw [zero_mul, norm_le_zero_iff] at key
  exact sub_eq_zero.mp key

/-- The squared bond current is at most `4 t²` times the product of the two occupations. -/
theorem current_sq_le (t : ℝ) (φ : Fin 2 → ℂ) :
    current t φ ^ 2 ≤ 4 * t ^ 2 * (density φ 0 * density φ 1) := by
  simp only [current, density, normSq_apply, mul_im, conj_re, conj_im]
  nlinarith [mul_nonneg (sq_nonneg t) (sq_nonneg ((φ 0).re * (φ 1).re + (φ 0).im * (φ 1).im))]

/-- If `z² ≤ 1` and `z'² ≤ L² (1 - z²)` on `[0, τ]`, the angle `arccos z` changes by at most
`L |b - a|` between times `a` and `b`. -/
theorem arccos_lipschitz {z z' : ℝ → ℝ} {L a b : ℝ} (hL : 0 ≤ L)
    (hz : ∀ s ∈ Icc 0 τ, HasDerivWithinAt z (z' s) (Icc 0 τ) s)
    (h1 : ∀ s ∈ Icc 0 τ, z s ^ 2 ≤ 1)
    (hb : ∀ s ∈ Icc 0 τ, z' s ^ 2 ≤ L ^ 2 * (1 - z s ^ 2))
    (ha' : a ∈ Icc 0 τ) (hb' : b ∈ Icc 0 τ) :
    |Real.arccos (z b) - Real.arccos (z a)| ≤ L * |b - a| := by
  -- regularise: `arccos (c z)` with `0 < c < 1` stays away from the singular points
  have reg : Ioo (0 : ℝ) 1 ⊆
      {c | |Real.arccos (c * z b) - Real.arccos (c * z a)| ≤ L * |b - a|} := by
    intro c hc
    have hc2 : c ^ 2 < 1 := by nlinarith [hc.1, hc.2]
    have hD : ∀ s ∈ Icc 0 τ, 0 < 1 - (c * z s) ^ 2 := fun s hs => by
      nlinarith [mul_le_mul_of_nonneg_left (h1 s hs) (sq_nonneg c)]
    refine Convex.norm_image_sub_le_of_norm_hasDerivWithin_le
      (f := fun r => Real.arccos (c * z r))
      (f' := fun r => -(1 / √(1 - (c * z r) ^ 2)) * (c * z' r)) (C := L)
      (fun s hs => ?_) (fun s hs => ?_) (convex_Icc 0 τ) ha' hb'
    · have hd := hD s hs
      have n1 : c * z s ≠ -1 := by
        intro e; rw [e] at hd; norm_num at hd
      have n2 : c * z s ≠ 1 := by
        intro e; rw [e] at hd; norm_num at hd
      have hin : HasDerivWithinAt (fun r => c * z r) (c * z' s) (Icc 0 τ) s :=
        (hz s hs).const_mul c
      have hcomp := HasDerivAt.comp_hasDerivWithinAt (h := fun r => c * z r) s
        (Real.hasDerivAt_arccos n1 n2) hin
      exact hcomp
    · rw [Real.norm_eq_abs]
      refine abs_le_of_sq_le_sq ?_ hL
      rw [mul_pow (-(1 / √(1 - (c * z s) ^ 2))), neg_sq, div_pow, one_pow,
        Real.sq_sqrt (hD s hs).le, one_div, inv_mul_le_iff₀ (hD s hs)]
      nlinarith [mul_le_mul_of_nonneg_left (hb s hs) (sq_nonneg c),
        mul_nonneg (sq_nonneg L) (sub_nonneg.mpr hc2.le)]
  -- pass to the limit `c → 1`
  have hF : Continuous fun c : ℝ => |Real.arccos (c * z b) - Real.arccos (c * z a)| :=
    ((Real.continuous_arccos.comp (continuous_id.mul continuous_const)).sub
      (Real.continuous_arccos.comp (continuous_id.mul continuous_const))).abs
  have hcl := closure_minimal reg (isClosed_le hF continuous_const)
  rw [closure_Ioo zero_ne_one] at hcl
  simpa using hcl (⟨zero_le_one, le_rfl⟩ : (1 : ℝ) ∈ Icc (0 : ℝ) 1)

/-- For a normalised solution and arbitrary potentials, `arccos` of the imbalance changes by
at most `2 |t| |b - a|` between times `a` and `b`. -/
theorem angle_speed_limit (h : Solves t v₁ v₂ τ ψ)
    (hn : density (ψ 0) 0 + density (ψ 0) 1 = 1) {a b : ℝ}
    (ha : a ∈ Icc 0 τ) (hb : b ∈ Icc 0 τ) :
    |Real.arccos (imbalance (ψ b)) - Real.arccos (imbalance (ψ a))| ≤ 2 * |t| * |b - a| := by
  have e : ∀ s ∈ Icc 0 τ,
      1 - imbalance (ψ s) ^ 2 = 4 * (density (ψ s) 0 * density (ψ s) 1) := fun s hs => by
    have hN := (norm_conserved h hs).trans hn
    unfold imbalance
    linear_combination (-(density (ψ s) 0 + density (ψ s) 1 + 1)) * hN
  refine arccos_lipschitz (z := fun r => imbalance (ψ r))
    (z' := fun r => -current t (ψ r) - current t (ψ r)) (by positivity)
    (fun s hs => (continuity_equation h hs).1.sub (continuity_equation h hs).2)
    (fun s hs => ?_) (fun s hs => ?_) ha hb
  · have hp : 0 ≤ density (ψ s) 0 * density (ψ s) 1 :=
      mul_nonneg (normSq_nonneg _) (normSq_nonneg _)
    have := e s hs
    show imbalance (ψ s) ^ 2 ≤ 1
    linarith
  · show (-current t (ψ s) - current t (ψ s)) ^ 2 ≤ (2 * |t|) ^ 2 * (1 - imbalance (ψ s) ^ 2)
    rw [e s hs, mul_pow, sq_abs]
    nlinarith [current_sq_le t (ψ s)]

/-- A particle starting entirely on site 1 has occupation at most `sin² (t s)` on site 2 at
any time `s` with `t s ≤ π / 2`. -/
theorem partial_transfer_bound (ht : 0 < t) (h : Solves t v₁ v₂ τ ψ)
    (h0 : density (ψ 0) 0 = 1) (h1 : density (ψ 0) 1 = 0) {s : ℝ} (hs : s ∈ Icc 0 τ)
    (hts : t * s ≤ π / 2) : density (ψ s) 1 ≤ Real.sin (t * s) ^ 2 := by
  have hn : density (ψ 0) 0 + density (ψ 0) 1 = 1 := by rw [h0, h1, add_zero]
  have hN := (norm_conserved h hs).trans hn
  have z0 : imbalance (ψ 0) = 1 := by rw [imbalance, h0, h1, sub_zero]
  have key := angle_speed_limit h hn ⟨le_rfl, hs.1.trans hs.2⟩ hs
  rw [z0, Real.arccos_one, sub_zero, sub_zero, abs_of_pos ht, abs_of_nonneg hs.1] at key
  have p0 : 0 ≤ density (ψ s) 0 := normSq_nonneg _
  have p1 : 0 ≤ density (ψ s) 1 := normSq_nonneg _
  have hz : imbalance (ψ s) = density (ψ s) 0 - density (ψ s) 1 := rfl
  have hle : Real.arccos (imbalance (ψ s)) ≤ 2 * (t * s) := by
    linarith [le_abs_self (Real.arccos (imbalance (ψ s)))]
  -- cosine is decreasing on `[0, π]`
  have hc := Real.cos_le_cos_of_nonneg_of_le_pi (Real.arccos_nonneg _) (by linarith) hle
  rw [Real.cos_arccos (by linarith) (by linarith), Real.cos_two_mul] at hc
  linarith [Real.sin_sq_add_cos_sq (t * s)]

/-- Speed limit: for hopping `t > 0` and arbitrary real site potentials, a complete transfer
from site 1 to site 2 in time `τ > 0` requires `τ ≥ π / (2 t)`. -/
theorem transfer_time_ge (ht : 0 < t) (hτ : 0 < τ) (h : Solves t v₁ v₂ τ ψ)
    (hT : CompleteTransfer ψ τ) : π / (2 * t) ≤ τ := by
  obtain ⟨h0, h1, h2, h3⟩ := hT
  have z0 : imbalance (ψ 0) = 1 := by rw [imbalance, h0, h1, sub_zero]
  have z1 : imbalance (ψ τ) = -1 := by rw [imbalance, h2, h3, zero_sub]
  have key := angle_speed_limit h (by rw [h0, h1, add_zero]) ⟨le_rfl, hτ.le⟩ ⟨hτ.le, le_rfl⟩
  -- the angle has to travel from `0` to `π`
  rw [z0, z1, Real.arccos_one, Real.arccos_neg_one, sub_zero, sub_zero, abs_of_pos ht,
    abs_of_pos hτ, abs_of_pos Real.pi_pos] at key
  rw [div_le_iff₀ (by positivity)]
  linarith

/-- For zero potentials `(cos ts, i sin ts)` is a solution, and it transfers the particle
completely from site 1 to site 2 in time `π / (2 t)`. -/
theorem rabi_witness (ht : 0 < t) (τ : ℝ) :
    Solves t (fun _ => 0) (fun _ => 0) τ (rabi t) ∧ CompleteTransfer (rabi t) (π / (2 * t)) := by
  have e : t * (π / (2 * t)) = π / 2 := by field_simp
  refine ⟨fun s _ => Fin.forall_fin_two.mpr ⟨?_, ?_⟩, by simp [density, rabi],
    by simp [density, rabi], ?_, ?_⟩
  · have hc := ((hasDerivAt_id' s).const_mul t).cos.ofReal_comp
    have hH : (hamiltonian t 0 0 *ᵥ rabi t s) 0 = -(t : ℂ) * (I * (Real.sin (t * s) : ℂ)) := by
      simp [hamiltonian, rabi, Matrix.mulVec, dotProduct, Fin.sum_univ_two]
    have key : ((-Real.sin (t * s) * (t * 1) : ℝ) : ℂ)
        = -I * (hamiltonian t 0 0 *ᵥ rabi t s) 0 := by
      rw [hH]
      push_cast
      linear_combination (-((t : ℂ) * Complex.sin (t * s))) * I_mul_I
    exact (hc.congr_deriv key).hasDerivWithinAt
  · have hc := ((hasDerivAt_id' s).const_mul t).sin.ofReal_comp.const_mul I
    have hH : (hamiltonian t 0 0 *ᵥ rabi t s) 1 = -(t : ℂ) * (Real.cos (t * s) : ℂ) := by
      simp [hamiltonian, rabi, Matrix.mulVec, dotProduct, Fin.sum_univ_two]
    have key : I * ((Real.cos (t * s) * (t * 1) : ℝ) : ℂ)
        = -I * (hamiltonian t 0 0 *ᵥ rabi t s) 1 := by
      rw [hH]
      push_cast
      ring
    exact (hc.congr_deriv key).hasDerivWithinAt
  · show normSq ((Real.cos (t * (π / (2 * t))) : ℝ) : ℂ) = 0
    rw [e]
    simp
  · show normSq (I * ((Real.sin (t * (π / (2 * t))) : ℝ) : ℂ)) = 1
    rw [e]
    simp

/-- Among all positive times of complete transfer reachable with continuous site potentials,
the least is `π / (2 t)`. -/
theorem minimal_transfer_time (ht : 0 < t) :
    IsLeast {τ : ℝ | 0 < τ ∧ ∃ (v₁ v₂ : ℝ → ℝ) (ψ : ℝ → Fin 2 → ℂ), Continuous v₁ ∧
      Continuous v₂ ∧ Solves t v₁ v₂ τ ψ ∧ CompleteTransfer ψ τ} (π / (2 * t)) := by
  refine ⟨⟨div_pos Real.pi_pos (by positivity), fun _ => 0, fun _ => 0, rabi t,
    continuous_const, continuous_const, rabi_witness ht _⟩, ?_⟩
  rintro τ ⟨hτ, v₁, v₂, ψ, -, -, h, hT⟩
  exact transfer_time_ge ht hτ h hT

end

end DimerSpeedLimit
```

```lean
#print axioms DimerSpeedLimit.partial_transfer_bound
#print axioms DimerSpeedLimit.transfer_time_ge
#print axioms DimerSpeedLimit.minimal_transfer_time
```

```
'DimerSpeedLimit.partial_transfer_bound' depends on axioms: [propext, Classical.choice, Quot.sound]
'DimerSpeedLimit.transfer_time_ge' depends on axioms: [propext, Classical.choice, Quot.sound]
'DimerSpeedLimit.minimal_transfer_time' depends on axioms: [propext, Classical.choice, Quot.sound]
```

## How the definitions fix the model

`hamiltonian t v₁ v₂` is the matrix $H$ at one instant; its arguments are real numbers, which builds in real hopping and real potentials. A trajectory has type `ℝ → Fin 2 → ℂ`. `Solves t v₁ v₂ τ ψ` demands, for each component and each $s$ in `Icc 0 τ`, a derivative within that closed interval equal to $-i(H\psi)_j$. At $0$ and $\tau$ this is a one-sided derivative, and nothing is asked of $\psi$ at other times. For negative $\tau$ the interval is empty and `Solves` holds for anything, which is one reason `transfer_time_ge` carries `hτ : 0 < τ`.

`density`, `current` and `imbalance` are $n_j$, $J$ and $z$, with $J$ positive for flow from site 1 to site 2. `CompleteTransfer` fixes the four endpoint occupations, and with them the normalisation, while leaving the phases free. `rabi` is $(\cos ts, i\sin ts)$.

`transfer_time_ge` is the bound $\pi/(2t)\le\tau$ with no regularity assumed of `v₁` and `v₂`. `partial_transfer_bound` is $n_1(s)\le\sin^2(ts)$ under `hts : t * s ≤ π / 2`. `angle_speed_limit` applies to any normalised initial state, either sign of $t$, and any two times in the interval. `minimal_transfer_time` uses `IsLeast`: $\pi/(2t)$ belongs to the set of positive transfer times reachable with continuous potentials, and no member of that set is smaller.

## How the lemmas follow the steps above

`hasDerivWithinAt_normSq` gives $(|f|^2)'=2\,\mathrm{Re}(\bar ff')$ for a complex function $f$, by the product rule on its real and imaginary parts. `continuity_equation` applies it to each component and expands the matrix product, at which point the potentials cancel. `norm_conserved` is the mean value inequality with derivative bound `C := 0`. `current_sq_le` hands `nlinarith` the non-negative quantity $t^2(\mathrm{Re}\,\bar\psi_0\psi_1)^2$, a quarter of the gap $4t^2n_0n_1-J^2$.

`arccos_lipschitz` is stated for an abstract real function `z` and constant `L`. Its step `reg` proves the inequality for every $c$ in `Ioo (0 : ℝ) 1`: `hD` is $1-c^2z^2>0$, the chain rule supplies $\theta_c'$, and the squared estimate closes the derivative bound. The limit $c\to1$ is taken topologically. The set of $c$ satisfying the inequality is closed by the continuity statement `hF`, so `closure_minimal` extends it to $[0,1]$, which contains 1.

`angle_speed_limit` inserts $z'=-J-J$, $L=2|t|$ and the identity `e`, $1-z^2=4n_0n_1$. `transfer_time_ge` evaluates the angle at the two endpoints and divides by $2t$, and `partial_transfer_bound` applies the monotonicity of cosine and the double-angle formula. `rabi_witness` differentiates cosine and sine, shows that `rabi t` is a solution on any interval, and checks the four occupations. `minimal_transfer_time` combines that witness with the lower bound, discarding the continuity hypotheses in the second half.

## Reach of the bound for a running code

The theorems concern exact solutions in continuous time. They say nothing about a time-stepping scheme, its step-size error or rounding, so a comparison with simulation output needs a tolerance supplied by the user.

A solution is a hypothesis; its existence is established only for zero potential. The freedom in the potentials is limited by the demand of a derivative at every time. A potential that jumps while its site is occupied puts a kink in that amplitude, so a pulse with sudden switches does not in general satisfy `Solves` over the whole interval. For a piecewise constant pulse with finitely many switches the bounds hold all the same: the state is continuous, the angle estimate applies on each constant piece, and adding the pieces gives $\theta(s)\le2ts$ as before. This extension is not in the Lean file. A self-consistent potential evaluated along a differentiable trajectory is a real function of time and is admissible in `transfer_time_ge`, provided the orbital obeys the equation above.

The hopping is real and constant, which excludes modulated bonds and vector-potential phases, and absorbing potentials are complex and therefore excluded as well. There are two sites and one orbital with $n_0+n_1=1$; interacting many-electron states, longer chains and dissipation are not treated. Zero potential is shown to be optimal, with no statement that it is the only optimal choice. In units with $\hbar$ restored the bound reads $\tau\ge\pi\hbar/(2t)$.
